# Splitting the shift of a Seitz operator into a part fixed by the rotation and a part removable by a change of origin

A Seitz operator `{R|t}` acts on space by an orthogonal map `R` followed by a shift `t`, as the symmetry operations of a crystal do. The theorem `exists_shift_split` says that, in a finite-dimensional real inner product space, every `t` can be written as `w + (c - R c)` with `R w = w`; the part `c - R c` can be removed by moving the origin. It is stated for a linear isometric equivalence `R` and a vector `t` directly, with no crystal lattice assumed. The proof splits `t` into a vector `R a - a` in the range of `R - 1` and a vector `w` orthogonal to that range, shows that `‖R w - w‖ ^ 2 = 0`, and takes `c = -a`.

As first written in Lean, the proof fails:

```lean
import Mathlib

namespace ExistsShiftSplit

variable {E : Type*} [NormedAddCommGroup E] [InnerProductSpace ℝ E]

/-- A Seitz operator `{R|t}`: an orthogonal part `R` and a shift vector `t`. -/
@[ext]
structure Seitz (E : Type*) [NormedAddCommGroup E] [InnerProductSpace ℝ E] where
  /-- The orthogonal part `R`. -/
  rot : E ≃ₗᵢ[ℝ] E
  /-- The shift vector `t`. -/
  shift : E

/-- The Seitz product `{R|t}{Q|u} = {RQ|Ru + t}`. -/
instance : Mul (Seitz E) :=
  ⟨fun g h => ⟨h.rot.trans g.rot, g.rot h.shift + g.shift⟩⟩

/-- In finite dimension every shift vector `t` splits into a vector `w` fixed by `R` and a part
`c - R c` that a change of origin removes. -/
theorem exists_shift_split [FiniteDimensional ℝ E] (R : E ≃ₗᵢ[ℝ] E) (t : E) :
    ∃ w c : E, R w = w ∧ t = w + (c - R c) := by
  -- project `t` on the range of `R - 1`
  obtain ⟨y, ⟨a, ha⟩, w, hw, ht⟩ := Submodule.exists_add_mem_mem_orthogonal
    (LinearMap.range (R.toLinearEquiv.toLinearMap - LinearMap.id)) t
  have ha' : R a - a = y := ha
  have h0 : inner ℝ w (R w - w) = 0 :=
    (Submodule.mem_orthogonal' _ w).1 hw _ ⟨w, rfl⟩
  -- the remainder is fixed by `R`, since `‖R w - w‖² = 0`
  have h1 : ‖R w - w‖ ^ 2 = 0 := by
    rw [inner_sub_right, real_inner_self_eq_norm_sq] at h0
    rw [norm_sub_sq_real, R.norm_map, real_inner_comm]
    linarith
  refine ⟨w, -a, sub_eq_zero.1 (norm_eq_zero.1 (pow_eq_zero_iff two_ne_zero |>.1 h1)), ?_⟩
  rw [ht, ← ha', map_neg]
  abel

end ExistsShiftSplit
```

Messages:

```
Main.lean:24:36: error: Function expected at
  Submodule.exists_add_mem_mem_orthogonal (↑R.toLinearEquiv - LinearMap.id).range
but this term has type
  ∃ y ∈ ?m.38, ∃ z ∈ ?m.38ᗮ, (↑R.toLinearEquiv - LinearMap.id).range = y + z

Note: Expected a function because this term is being applied to the argument
  t
Main.lean:24:9: error: Tactic `rcases` failed: `x✝ : ?m.90` is not an inductive datatype
```

The change, after which it compiles:

```diff
@@ -22,6 +22,7 @@
     ∃ w c : E, R w = w ∧ t = w + (c - R c) := by
   -- project `t` on the range of `R - 1`
-  obtain ⟨y, ⟨a, ha⟩, w, hw, ht⟩ := Submodule.exists_add_mem_mem_orthogonal
-    (LinearMap.range (R.toLinearEquiv.toLinearMap - LinearMap.id)) t
+  let K : Submodule ℝ E := LinearMap.range (R.toLinearEquiv.toLinearMap - LinearMap.id)
+  have hK : ∃ y ∈ K, ∃ z ∈ Kᗮ, t = y + z := Submodule.exists_add_mem_mem_orthogonal t
+  obtain ⟨y, ⟨a, ha⟩, w, hw, ht⟩ := hK
   have ha' : R a - a = y := ha
   have h0 : inner ℝ w (R w - w) = 0 :=
```

Diagnosis. The first message shows that `Submodule.exists_add_mem_mem_orthogonal` takes the vector to be split as its explicit argument, while the subspace is implicit. The range of `R - 1`, given first, was therefore read as the vector: the resulting type has the range on the left of `= y + z`, and the subspace is still the unknown `?m.38`. That application is already a complete existence statement, not a function, so it cannot take the further argument `t`.

The second message follows from the first. With the term rejected, its type was left unknown, and `rcases` had nothing to take apart.

The repair passes only `t` to the lemma and writes out the expected statement in `hK`, from which Lean reads off that the implicit subspace is `K`. The `let` line gives the range the short name `K` so that this statement is easy to write. `obtain` then takes apart `hK`, whose type is known, with the same pattern as before.
